# The 2s–1s M1 coefficient \(w^3M^2 = Z^{10}/972\) of a hydrogenic ion, from an assumed effective operator

## Hydrogen: the overlap that vanishes

Take hydrogen in atomic units, with \(r\) the electron–nucleus distance and radial functions \(R_1 = 2e^{-r}\) for 1s and \(R_2 = (1 - r/2)e^{-r/2}/\sqrt2\) for 2s. Between s states the non-relativistic magnetic dipole (M1) operator acts on the spin only, so its radial factor is the overlap. Using \(\int_0^\infty r^n e^{-ar}dr = n!/a^{n+1}\) at \(a = 3/2\),
\[ \int_0^\infty R_1R_2\,r^2dr = \sqrt2\left(\frac{2!}{(3/2)^3} - \frac12\,\frac{3!}{(3/2)^4}\right) = \sqrt2\left(\frac{16}{27} - \frac{16}{27}\right) = 0 . \]
The leading M1 amplitude is zero, and the first surviving terms are corrections carrying a factor \(\alpha^2\), where \(\alpha\) is the fine-structure constant.

## The corrected dipole operator

For nuclear charge \(Z > 0\) the radial functions are
\[ R_1 = 2Z^{3/2}e^{-Zr}, \qquad R_2 = \frac{Z^{3/2}}{\sqrt2}\left(1 - \frac{Zr}{2}\right)e^{-Zr/2}. \]
On a radial function \(f\), set \(p^2 f = -(f'' + 2f'/r)\), and for a radial operator \(A\) set \(\langle A\rangle = \int_0^\infty R_1(AR_2)\,r^2dr\). The levels are \(E_n = -Z^2/(2n^2)\), and the photon frequency is \(w = E_2 - E_1 = 3Z^2/8\).

The physical input is an effective magnetic moment for transitions between s states: minus the Bohr magneton \(\alpha/2\) (Gaussian atomic units) times the Pauli vector \(\boldsymbol\sigma\) times the radial operator \(1 + \alpha^2\left(-\tfrac23p^2 - \tfrac16w^2r^2 + \tfrac{Z}{3r}\right)\). The \(p^2\) and \(Z/r\) terms stand for relativistic corrections to the coupling of the electron's spin to the radiation field, and the \(r^2\) term stands for retardation, the finite photon wavenumber \(\alpha w\). When \(\langle 1\rangle = 0\), the radial factor is \(\alpha^2M\) with
\[ M = -\tfrac23\langle p^2\rangle - \tfrac16w^2\langle r^2\rangle + \tfrac13Z\langle 1/r\rangle . \]
The dipole emission rate is \(\tfrac43\alpha^3w^3\) times the squared moment summed over final spin. That sum gives \(\boldsymbol\sigma^2 = 3\), so the rate is \(\tfrac43\alpha^3w^3\cdot\tfrac{\alpha^2}{4}\cdot3\cdot\alpha^4M^2 = \alpha^9w^3M^2\). The theorems begin at the formula for \(M\); the operator and this rate formula are physics supplied from outside and are not proved in the file.

## The values of \(M\) and \(w^3M^2\)

The theorem `m1_coefficient` says that for every real \(Z > 0\) the integrands of \(\langle1\rangle\), \(\langle p^2\rangle\), \(\langle r^2\rangle\) and \(\langle1/r\rangle\) are integrable on \((0,\infty)\), and
\[ \langle 1\rangle = 0, \qquad M = -\frac{8\sqrt2\,Z^2}{81}, \qquad w^3M^2 = \frac{Z^{10}}{972}. \]
The theorem `m1_coefficient_hydrogen` gives \(w = 3/8\), \(M = -8\sqrt2/81\) and \(w^3M^2 = 1/972\) at \(Z = 1\). Within this one-electron, point-nucleus model at lowest order in \(Z\alpha\), the value is a closed-form reference for a numerical evaluation of the 2s–1s M1 radial integrals.

## The radial equation

For constants \(a, b, c\), the derivative of \((a + br)e^{-cr}\) is \(\big((b - ca) - cb\,r\big)e^{-cr}\), which has the same form. For 1s, \(R_1' = -ZR_1\) and \(R_1'' = Z^2R_1\), so \(p^2R_1 = (2Z/r - Z^2)R_1\). For 2s put \(K = Z^{3/2}/\sqrt2\). Then
\[ R_2' = K\left(-Z + \frac{Z^2r}{4}\right)e^{-Zr/2}, \qquad R_2'' = K\left(\frac{3Z^2}{4} - \frac{Z^3r}{8}\right)e^{-Zr/2}, \]
\[ p^2R_2 = K\left(\frac{2Z}{r} - \frac{5Z^2}{4} + \frac{Z^3r}{8}\right)e^{-Zr/2} = \left(\frac{2Z}{r} - \frac{Z^2}{4}\right)R_2 . \]
Both results read \(\tfrac12p^2R_n - (Z/r)R_n = E_nR_n\) for \(n = 1, 2\) and \(r > 0\), which ties \(w\) to these two functions.

## One formula for all moments

The product is \(R_1R_2 = \sqrt2Z^3(1 - Zr/2)e^{-3Zr/2}\). For an integer \(k \ge 0\) define \(I_k = \int_0^\infty R_1R_2\,r^kdr\). With \(a = 3Z/2\),
\[ I_k = \sqrt2Z^3\left(\frac{k!}{a^{k+1}} - \frac Z2\,\frac{(k+1)!}{a^{k+2}}\right) = \sqrt2Z^3\frac{k!}{a^{k+1}}\left(1 - \frac{k+1}{3}\right) = \frac{\sqrt2Z^3\,k!\,(2-k)}{3(3Z/2)^{k+1}} . \]
The volume factor \(r^2\) shifts the index, so
\[ \langle1\rangle = I_2 = 0, \qquad \langle1/r\rangle = I_1 = \frac{4\sqrt2\,Z}{27}, \qquad \langle r^2\rangle = I_4 = -\frac{512\sqrt2}{243\,Z^2}. \]
The 2s equation gives \(\langle p^2\rangle = 2ZI_1 - \tfrac{Z^2}{4}I_2 = 2Z\langle1/r\rangle = 8\sqrt2Z^2/27\). With \(w^2 = 9Z^4/64\), the three terms of \(M\) are
\[ M = \frac{\sqrt2Z^2}{81}\,(-16 + 4 + 4) = -\frac{8\sqrt2Z^2}{81}, \]
and
\[ w^3M^2 = \frac{27Z^6}{512}\cdot\frac{128Z^4}{6561} = \frac{Z^{10}}{972}. \]

## The sign of \(\langle r^2\rangle\)

The element \(\langle r^2\rangle\) is off-diagonal and is not a mean square radius. The factor \(2 - k\) makes it negative, because the weight \(r^4\) favours the region beyond the 2s node at \(r = 2/Z\), where \(R_2 < 0\). The retardation term therefore enters \(M\) with a plus sign. Inserting \(|\langle r^2\rangle|\) out of habit turns the bracket into \(-16 - 4 + 4 = -16\), which doubles \(M\) and makes \(w^3M^2\) four times too large.

## The Lean file

```lean
import Mathlib

open Real MeasureTheory Set

namespace HydrogenicM1Decay

noncomputable section

/-- Radial 1s function of a one-electron atom or ion with nuclear charge `Z`, in atomic units. -/
def R1 (Z r : ℝ) : ℝ := 2 * (Z * √Z) * exp (-(Z * r))

/-- Radial 2s function of a one-electron atom or ion with nuclear charge `Z`, in atomic units. -/
def R2 (Z r : ℝ) : ℝ := Z * √Z / √2 * (1 - Z * r / 2) * exp (-(Z / 2 * r))

/-- The operator `p²` on radial functions: minus the radial Laplacian `f'' + 2 f' / r`. -/
def pSq (f : ℝ → ℝ) (r : ℝ) : ℝ := -(deriv (deriv f) r + 2 / r * deriv f r)

/-- Multiplication of a radial function by `g(r)`. -/
def mulOp (g f : ℝ → ℝ) (r : ℝ) : ℝ := g r * f r

/-- The integrand `R₁ (A R₂) r²` of a radial 1s-2s matrix element. -/
def integrand (Z : ℝ) (A : (ℝ → ℝ) → ℝ → ℝ) (r : ℝ) : ℝ := R1 Z r * A (R2 Z) r * r ^ 2

/-- The radial matrix element `⟨A⟩ = ∫₀^∞ R₁ (A R₂) r² dr`. -/
def me (Z : ℝ) (A : (ℝ → ℝ) → ℝ → ℝ) : ℝ := ∫ r in Ioi (0 : ℝ), integrand Z A r

/-- The Bohr level `Eₙ = -Z² / (2 n²)`. -/
def level (Z : ℝ) (n : ℕ) : ℝ := -Z ^ 2 / (2 * (n : ℝ) ^ 2)

/-- The transition frequency `w = E₂ - E₁`. -/
def freq (Z : ℝ) : ℝ := level Z 2 - level Z 1

/-- The M1 amplitude `M = -(2/3)⟨p²⟩ - w²⟨r²⟩/6 + Z⟨1/r⟩/3`. -/
def amplitude (Z : ℝ) : ℝ :=
  -(2 / 3) * me Z pSq - freq Z ^ 2 * me Z (mulOp fun r => r ^ 2) / 6
    + Z * me Z (mulOp fun r => 1 / r) / 3

/-- The derivative of `(a + b r) e^{-c r}` is `((b - c a) - c b r) e^{-c r}`. -/
theorem deriv_linExp (a b c : ℝ) :
    deriv (fun r : ℝ => (a + b * r) * exp (-(c * r)))
      = fun r : ℝ => ((b - c * a) + (-c * b) * r) * exp (-(c * r)) := by
  funext r
  have h1 : HasDerivAt (fun r : ℝ => a + b * r) b r :=
    (((hasDerivAt_id' r).const_mul b).const_add a).congr_deriv (by ring)
  have h2 : HasDerivAt (fun r : ℝ => -(c * r)) (-c) r :=
    ((hasDerivAt_id' r).const_mul c).fun_neg.congr_deriv (by ring)
  have h : HasDerivAt (fun r : ℝ => (a + b * r) * exp (-(c * r)))
      (b * exp (-(c * r)) + (a + b * r) * (exp (-(c * r)) * -c)) r := h1.fun_mul h2.exp
  rw [h.deriv]
  ring

/-- For `r > 0` the functions `R₁` and `R₂` solve the radial Schrödinger equation
`p² R / 2 - Z R / r = E R` with energies `E₁` and `E₂`. -/
theorem radial_equation (Z r : ℝ) (hr : 0 < r) :
    pSq (R1 Z) r / 2 - Z / r * R1 Z r = level Z 1 * R1 Z r ∧
    pSq (R2 Z) r / 2 - Z / r * R2 Z r = level Z 2 * R2 Z r := by
  have hr' : r ≠ 0 := hr.ne'
  obtain ⟨N, hN⟩ : ∃ N : ℝ, R1 Z = fun r : ℝ => (N + 0 * r) * exp (-(Z * r)) :=
    ⟨2 * (Z * √Z), by funext r; simp only [R1]; ring⟩
  obtain ⟨K, hK⟩ : ∃ K : ℝ, R2 Z = fun r : ℝ => (K + (-K * Z / 2) * r) * exp (-(Z / 2 * r)) :=
    ⟨Z * √Z / √2, by funext r; simp only [R2]; ring⟩
  constructor
  · unfold pSq level
    rw [hN, deriv_linExp, deriv_linExp]
    beta_reduce
    push_cast
    field_simp
    ring
  · unfold pSq level
    rw [hK, deriv_linExp, deriv_linExp]
    beta_reduce
    push_cast
    field_simp
    ring

/-- For `a > 0` the function `rⁿ e^{-a r}` is integrable on `(0, ∞)` with integral
`n! / a^(n+1)`. -/
theorem exp_moment (a : ℝ) (ha : 0 < a) (n : ℕ) :
    IntegrableOn (fun r : ℝ => r ^ n * exp (-(a * r))) (Ioi 0) ∧
    ∫ r in Ioi (0 : ℝ), r ^ n * exp (-(a * r)) = (n.factorial : ℝ) / a ^ (n + 1) := by
  have h := Real.integral_rpow_mul_exp_neg_mul_Ioi
    (show (0 : ℝ) < (n : ℝ) + 1 by positivity) ha
  have hp : (1 / a) ^ ((n : ℝ) + 1) = (1 / a) ^ (n + 1) := by
    exact_mod_cast Real.rpow_natCast (1 / a) (n + 1)
  rw [Real.Gamma_nat_eq_factorial, hp] at h
  simp only [add_sub_cancel_right, Real.rpow_natCast] at h
  have e : ∫ r in Ioi (0 : ℝ), r ^ n * exp (-(a * r)) = (n.factorial : ℝ) / a ^ (n + 1) := by
    rw [h, one_div, inv_pow, div_eq_inv_mul]
  refine ⟨?_, e⟩
  by_contra hni
  have h0 : ∫ r in Ioi (0 : ℝ), r ^ n * exp (-(a * r)) = 0 := integral_undef hni
  have hpos : (0 : ℝ) < (n.factorial : ℝ) / a ^ (n + 1) := by positivity
  linarith

/-- For `Z > 0` the product `R₁ R₂ r^k` is integrable on `(0, ∞)` with integral
`√2 Z³ k! (2 - k) / (3 (3Z/2)^(k+1))`. -/
theorem overlap_moment (Z : ℝ) (hZ : 0 < Z) (k : ℕ) :
    IntegrableOn (fun r : ℝ => R1 Z r * R2 Z r * r ^ k) (Ioi 0) ∧
    ∫ r in Ioi (0 : ℝ), R1 Z r * R2 Z r * r ^ k
      = √2 * Z ^ 3 * (k.factorial : ℝ) * (2 - (k : ℝ)) / (3 * (3 * Z / 2) ^ (k + 1)) := by
  have hs : √Z * √Z = Z := Real.mul_self_sqrt hZ.le
  have h22 : √2 * √2 = (2 : ℝ) := Real.mul_self_sqrt (by norm_num)
  have h2 : (√2 : ℝ)⁻¹ = √2 / 2 :=
    inv_eq_of_mul_eq_one_right (by linear_combination (1 / 2) * h22)
  -- the product is a combination of two moments of e^{-3Zr/2}
  have hf : (fun r : ℝ => R1 Z r * R2 Z r * r ^ k) = fun r : ℝ =>
      √2 * Z ^ 3 * (r ^ k * exp (-(3 * Z / 2 * r)))
        - √2 * Z ^ 3 * (Z / 2) * (r ^ (k + 1) * exp (-(3 * Z / 2 * r))) := by
    funext r
    have he : exp (-(Z * r)) * exp (-(Z / 2 * r)) = exp (-(3 * Z / 2 * r)) := by
      rw [← Real.exp_add]; congr 1; ring
    unfold R1 R2
    rw [← he, div_eq_mul_inv _ (√2 : ℝ), h2]
    linear_combination
      (√2 * Z ^ 2 * (1 - Z * r / 2) * exp (-(Z * r)) * exp (-(Z / 2 * r)) * r ^ k) * hs
  obtain ⟨i1, m1⟩ := exp_moment (3 * Z / 2) (by positivity) k
  obtain ⟨i2, m2⟩ := exp_moment (3 * Z / 2) (by positivity) (k + 1)
  rw [hf]
  refine ⟨(i1.const_mul _).sub (i2.const_mul _), ?_⟩
  rw [integral_sub (i1.const_mul _) (i2.const_mul _), integral_const_mul, integral_const_mul,
    m1, m2, Nat.factorial_succ, pow_succ (3 * Z / 2) (k + 1)]
  have hp : (3 * Z / 2) ^ (k + 1) ≠ 0 := by positivity
  have hZ' : Z ≠ 0 := hZ.ne'
  generalize (3 * Z / 2) ^ (k + 1) = P at hp ⊢
  push_cast
  field_simp
  ring

/-- For `Z > 0` the integrands of `⟨p²⟩` and `⟨1/r⟩` are integrable on `(0, ∞)`,
`⟨1/r⟩ = ∫ R₁ R₂ r dr`, and `⟨p²⟩ = 2 Z ⟨1/r⟩`. -/
theorem pSq_element (Z : ℝ) (hZ : 0 < Z) :
    IntegrableOn (integrand Z pSq) (Ioi 0) ∧
    IntegrableOn (integrand Z (mulOp fun r => 1 / r)) (Ioi 0) ∧
    me Z (mulOp fun r => 1 / r) = ∫ r in Ioi (0 : ℝ), R1 Z r * R2 Z r * r ^ 1 ∧
    me Z pSq = 2 * Z * me Z (mulOp fun r => 1 / r) := by
  obtain ⟨i1, -⟩ := overlap_moment Z hZ 1
  obtain ⟨i2, m2⟩ := overlap_moment Z hZ 2
  have m0 : ∫ r in Ioi (0 : ℝ), R1 Z r * R2 Z r * r ^ 2 = 0 := by rw [m2]; simp
  have e1 : EqOn (fun r : ℝ => R1 Z r * R2 Z r * r ^ 1)
      (integrand Z (mulOp fun r => 1 / r)) (Ioi 0) := by
    intro r hr
    have hr' : r ≠ 0 := ne_of_gt hr
    simp only [integrand, mulOp]
    field_simp
  -- the radial equation gives p² R₂ = (2Z/r - Z²/4) R₂
  have e2 : EqOn (fun r : ℝ => 2 * Z * (R1 Z r * R2 Z r * r ^ 1)
      - Z ^ 2 / 4 * (R1 Z r * R2 Z r * r ^ 2)) (integrand Z pSq) (Ioi 0) := by
    intro r hr
    have hr' : r ≠ 0 := ne_of_gt hr
    have h := (radial_equation Z r hr).2
    unfold level at h
    push_cast at h
    have hp : pSq (R2 Z) r = (2 * Z / r - Z ^ 2 / 4) * R2 Z r := by linear_combination 2 * h
    simp only [integrand, hp]
    field_simp
  have v1 : me Z (mulOp fun r => 1 / r) = ∫ r in Ioi (0 : ℝ), R1 Z r * R2 Z r * r ^ 1 :=
    (setIntegral_congr_fun measurableSet_Ioi e1).symm
  have j2 : IntegrableOn (fun r : ℝ => 2 * Z * (R1 Z r * R2 Z r * r ^ 1)
      - Z ^ 2 / 4 * (R1 Z r * R2 Z r * r ^ 2)) (Ioi 0) :=
    (i1.const_mul _).sub (i2.const_mul _)
  refine ⟨j2.congr_fun e2 measurableSet_Ioi, i1.congr_fun e1 measurableSet_Ioi, v1, ?_⟩
  rw [v1, me, ← setIntegral_congr_fun measurableSet_Ioi e2,
    integral_sub (i1.const_mul _) (i2.const_mul _), integral_const_mul, integral_const_mul, m0]
  ring

/-- For `Z > 0` the integrands of `⟨1⟩, ⟨p²⟩, ⟨r²⟩, ⟨1/r⟩` are integrable on `(0, ∞)`,
`⟨1⟩ = 0`, `M = -8 √2 Z² / 81` and `w³ M² = Z¹⁰ / 972`. -/
theorem m1_coefficient (Z : ℝ) (hZ : 0 < Z) :
    (∀ A ∈ [id, pSq, mulOp fun r => r ^ 2, mulOp fun r => 1 / r],
      IntegrableOn (integrand Z A) (Ioi 0)) ∧
    me Z id = 0 ∧ amplitude Z = -8 * √2 * Z ^ 2 / 81 ∧
    freq Z ^ 3 * amplitude Z ^ 2 = Z ^ 10 / 972 := by
  have hZ' : Z ≠ 0 := hZ.ne'
  obtain ⟨ip, ir, v1, vp⟩ := pSq_element Z hZ
  obtain ⟨-, m1⟩ := overlap_moment Z hZ 1
  obtain ⟨i2, m2⟩ := overlap_moment Z hZ 2
  obtain ⟨i4, m4⟩ := overlap_moment Z hZ 4
  have e0 : integrand Z id = fun r : ℝ => R1 Z r * R2 Z r * r ^ 2 := rfl
  have e4 : integrand Z (mulOp fun r => r ^ 2) = fun r : ℝ => R1 Z r * R2 Z r * r ^ 4 := by
    funext r; simp only [integrand, mulOp]; ring
  have f4 : (Nat.factorial 4 : ℝ) = 24 := by norm_num [Nat.factorial]
  have hw : freq Z = 3 * Z ^ 2 / 8 := by unfold freq level; push_cast; ring
  have v4 : me Z (mulOp fun r => r ^ 2) = ∫ r in Ioi (0 : ℝ), R1 Z r * R2 Z r * r ^ 4 := by
    unfold me; rw [e4]
  -- insert the moments k = 1 and k = 4
  have hM : amplitude Z = -8 * √2 * Z ^ 2 / 81 := by
    unfold amplitude
    rw [vp, v1, v4, m1, m4, hw, f4, Nat.factorial_one]
    push_cast
    field_simp
    ring
  refine ⟨?_, ?_, hM, ?_⟩
  · intro A hA
    simp only [List.mem_cons, List.not_mem_nil, or_false] at hA
    rcases hA with rfl | rfl | rfl | rfl
    · exact i2
    · exact ip
    · rw [e4]; exact i4
    · exact ir
  · have : me Z id = ∫ r in Ioi (0 : ℝ), R1 Z r * R2 Z r * r ^ 2 := rfl
    rw [this, m2]; simp
  · have h22 : √2 * √2 = (2 : ℝ) := Real.mul_self_sqrt (by norm_num)
    rw [hM, hw]
    linear_combination (Z ^ 10 / 1944) * h22

/-- For hydrogen (`Z = 1`): `w = 3/8`, `M = -8 √2 / 81` and `w³ M² = 1/972`. -/
theorem m1_coefficient_hydrogen :
    freq 1 = 3 / 8 ∧ amplitude 1 = -8 * √2 / 81 ∧ freq 1 ^ 3 * amplitude 1 ^ 2 = 1 / 972 := by
  obtain ⟨-, -, h1, h2⟩ := m1_coefficient 1 one_pos
  refine ⟨by unfold freq level; norm_num, by rw [h1]; ring, by rw [h2]; ring⟩

end

end HydrogenicM1Decay
```

```lean
#print axioms HydrogenicM1Decay.m1_coefficient_hydrogen
```

```
'HydrogenicM1Decay.m1_coefficient_hydrogen' depends on axioms: [propext, Classical.choice, Quot.sound]
```

## From symbols to definitions

`R1` and `R2` write \(Z^{3/2}\) as `Z * √Z`, and both functions are positive at the origin. This phase choice fixes the sign of \(M\), while \(w^3M^2\) does not depend on it. An operator is any map of type `(ℝ → ℝ) → ℝ → ℝ`: `id` is the operator 1, `pSq` is \(p^2\) built from `deriv`, and `mulOp` multiplies by a given function of \(r\). `integrand Z A` is \(R_1(AR_2)r^2\), and `me Z A` is its integral over `Ioi (0 : ℝ)`, the open half-line. `level`, `freq` and `amplitude` are \(E_n\), \(w\) and \(M\). The hypothesis `0 < Z` is an attractive nucleus, and it makes the exponentials decay; \(Z\) need not be an integer.

Lean assigns the value 0 to the integral of a non-integrable function, so `me Z id = 0` means orthogonality only together with integrability, which is the first clause of `m1_coefficient`.

The nucleus is a fixed point charge and the states are Schrödinger functions. Spin, angular integrals and \(\alpha\) do not occur in the file. No theorem states that \(R_1\) and \(R_2\) have unit norm, and two-photon decay of 2s is a different channel that is not treated.

## How the lemmas build the result

`deriv_linExp` is the product and chain rule for \((a + br)e^{-cr}\), assembled from `HasDerivAt` facts. `radial_equation` rewrites each of `R1 Z` and `R2 Z` in that form, with prefactors `N` and `K` left as opaque constants, and applies `deriv_linExp` twice. Then `field_simp` clears the \(1/r\) and `ring` checks the polynomial identity. Because the prefactors play no part, this lemma needs only `0 < r` and no condition on \(Z\).

`exp_moment` takes the Gamma-function integral `Real.integral_rpow_mul_exp_neg_mul_Ioi` and converts \(\Gamma(n+1)\) to \(n!\). Integrability follows by contradiction from `integral_undef`, since \(n!/a^{n+1}\) is positive.

`overlap_moment` is the formula for \(I_k\). Its step `hf` splits \(R_1R_2r^k\) into the powers \(k\) and \(k+1\) against \(e^{-3Zr/2}\), using \(\sqrt Z\sqrt Z = Z\) and \(1/\sqrt2 = \sqrt2/2\). Then `integral_sub` and `Nat.factorial_succ` produce the factor \(2 - k\).

`pSq_element` identifies integrands on \(r > 0\): `e1` for \(1/r\), and `e2` for \(p^2\) through `hp`, the relation \(p^2R_2 = (2Z/r - Z^2/4)R_2\). `setIntegral_congr_fun` carries these equalities to the integrals, and `m0`, which is \(I_2 = 0\), removes the energy term.

In `m1_coefficient`, `hw` evaluates \(w\) and `hM` substitutes \(I_1\) and \(I_4\) into `amplitude`; the numbers \(4\sqrt2Z/27\) and \(-512\sqrt2/(243Z^2)\) are not stated separately. The last clause uses \(w^3M^2 = (Z^{10}/1944)\,\sqrt2\cdot\sqrt2\), which is the coefficient in `linear_combination (Z ^ 10 / 1944) * h22`. The hydrogen theorem specialises this with `m1_coefficient 1 one_pos` and evaluates `freq 1` directly.
